# Strain picks one minimum on the lower sheet of the linear E ⊗ e Jahn–Teller model

Q: Take a copper(II) ion in an octahedral site. Its electronic ground state is an orbital doublet, and the surrounding ligands can lower the energy by distorting along two vibrational coordinates, $x$ and $y$. With linear coupling alone, every direction of distortion is equally good. Now strain the crystal along one axis. I expect the ion to settle into one particular distortion. You have a theorem about a function with a square root in it. Why should I believe that it describes this ion?

A: Start from the electronic doublet. Let $k>0$ be the stiffness of the two degenerate modes, $V\ge 0$ the strength of the linear vibronic coupling, and $s>0$ a constant force that the strain exerts along $+x$. The coupling matrix in the doublet is

$$V\begin{pmatrix} x & y\\ y & -x\end{pmatrix}.$$

Its trace is zero and its determinant is $-V^2(x^2+y^2)$, so its eigenvalues are $\pm V\rho$ with $\rho=\sqrt{x^2+y^2}$. Add the elastic energy $k\rho^2/2$ and the work term $-sx$, both the same for the two electronic states, and take the lower eigenvalue:

$$E(x,y)=\frac{k\rho^2}{2}-V\rho-sx .$$

The square root is the distance from the conical intersection at the origin. The Lean file starts from this formula; the diagonalisation is the physical reason for choosing it.

```lean
import Mathlib

open Real

namespace StrainedJahnTeller

noncomputable section

/-- For `V ≥ 0`, the lower sheet of the linear E x e model with stiffness `k`, vibronic coupling `V`
and a strain force `s` along the first distortion coordinate. -/
def lowerSheet (k V s x y : ℝ) : ℝ :=
  k * (x ^ 2 + y ^ 2) / 2 - V * √(x ^ 2 + y ^ 2) - s * x
```

Q: So `lowerSheet k V s x y` is an energy surface for classical nuclei, with real parameters. What has been left out?

A: Nuclear kinetic energy, and with it tunnelling and the geometric phase. Also anharmonicity and quadratic vibronic coupling, which would warp the trough into separate wells even without strain. In this model the unstrained surface has a circular trough, so "strain selects a well" means that strain singles out one direction of distortion from a continuous ring of equivalent ones. Strain enters only as a uniform force on the coordinates; the formula has no separate term by which it splits the doublet directly.

Q: And the other two definitions?

A: One is the energy as a function of the direction of distortion, once the amplitude has relaxed. With $x=\rho\cos\theta$ and $y=\rho\sin\theta$, it is $-(V+s\cos\theta)^2/(2k)$. The definition only writes down the expression; a later theorem says when it really is the relaxed energy.

```lean
/-- The function `-(V + s cos θ)² / (2k)` of the angle `θ` in the distortion plane. -/
def troughEnergy (k V s θ : ℝ) : ℝ :=
  -((V + s * cos θ) ^ 2 / (2 * k))
```

The other replaces the plane by a real inner product space. The distortion is a vector $q$, the strain force a vector $f$, and the work term is $-\langle f,q\rangle$.

```lean
/-- The function `k‖q‖² / 2 - V‖q‖ - ⟨f, q⟩` of a vector `q` in a real inner product space, for a
fixed vector `f`. -/
def forcedSheet {E : Type*} [NormedAddCommGroup E] [InnerProductSpace ℝ E]
    (k V : ℝ) (f q : E) : ℝ :=
  k * ‖q‖ ^ 2 / 2 - V * ‖q‖ - inner ℝ f q
```

Q: Show me the minimum by hand first. The square root makes me wary of setting derivatives to zero.

A: No derivatives are needed, which is convenient because the surface has a cone at the origin when $V>0$. Write $-sx=-s\rho+s(\rho-x)$. Then

$$E=\frac{k\rho^2}{2}-(V+s)\rho+s(\rho-x),$$

and completing the square in $\rho$ gives

$$E+\frac{(V+s)^2}{2k}=\frac{k}{2}\left(\rho-\frac{V+s}{k}\right)^2+s(\rho-x).$$

The first term on the right is the cost of a wrong amplitude. The second is the cost of pointing in any direction other than that of the strain force, which is the positive $x$ direction in the plane of distortions. Since $\rho\ge|x|\ge x$, neither is negative, and so $E\ge-(V+s)^2/(2k)$.

For equality both terms must vanish. The first gives $\rho=(V+s)/k$, and the second gives $x=\rho$ because $s>0$. Then $x^2+y^2=x^2$, so $y=0$. Conversely, at $x=(V+s)/k$, $y=0$ we have $\rho=x$, and both terms are zero.

The identity is the first lemma. It needs only $k\ne0$, because no signs are used yet.

```lean
/-- The energy measured from `-(V + s)² / (2k)` is a radial elastic term plus the cost of
turning the distortion away from the strain axis. -/
theorem lowerSheet_gap {k : ℝ} (hk : k ≠ 0) (V s x y : ℝ) :
    lowerSheet k V s x y + (V + s) ^ 2 / (2 * k) =
      k / 2 * (√(x ^ 2 + y ^ 2) - (V + s) / k) ^ 2 + s * (√(x ^ 2 + y ^ 2) - x) := by
  have h : √(x ^ 2 + y ^ 2) ^ 2 = x ^ 2 + y ^ 2 := Real.sq_sqrt (by positivity)
  unfold lowerSheet
  generalize √(x ^ 2 + y ^ 2) = r at h ⊢
  rw [← h]
  field_simp
  ring
```

The proof gives the square root the name `r`, keeps the one fact $r^2=x^2+y^2$, and lets `field_simp` and `ring` do the algebra of completing the square.

Q: Now the theorem itself. Does it say "global minimum, attained only there", or something weaker?

A: It says exactly that, in two parts. For every real `x` and `y`, the energy is at least $-(V+s)^2/(2k)$. And the energy equals that value if and only if $x=(V+s)/k$ and $y=0$. The "if" direction shows that the bound is reached, the "only if" direction that it is reached nowhere else.

```lean
/-- Strain selects a well: the strained lower sheet has global minimum `-(V + s)² / (2k)`,
attained only at the distortion `((V + s) / k, 0)`. -/
theorem strain_selects_well {k V s : ℝ} (hk : 0 < k) (hV : 0 ≤ V) (hs : 0 < s) (x y : ℝ) :
    -((V + s) ^ 2 / (2 * k)) ≤ lowerSheet k V s x y ∧
      (lowerSheet k V s x y = -((V + s) ^ 2 / (2 * k)) ↔ x = (V + s) / k ∧ y = 0) := by
  have g := lowerSheet_gap hk.ne' V s x y
  have hx : x ≤ √(x ^ 2 + y ^ 2) :=
    (le_abs_self x).trans (Real.abs_le_sqrt (by nlinarith [sq_nonneg y]))
  have h1 : 0 ≤ k / 2 * (√(x ^ 2 + y ^ 2) - (V + s) / k) ^ 2 := by positivity
  have h2 : 0 ≤ s * (√(x ^ 2 + y ^ 2) - x) := mul_nonneg hs.le (sub_nonneg.mpr hx)
  refine ⟨by linarith, ?_, ?_⟩
  · intro h
    -- both nonnegative contributions must vanish
    have z1 : k / 2 * (√(x ^ 2 + y ^ 2) - (V + s) / k) ^ 2 = 0 := by linarith
    have z2 : s * (√(x ^ 2 + y ^ 2) - x) = 0 := by linarith
    have e1 : √(x ^ 2 + y ^ 2) - (V + s) / k = 0 :=
      (pow_eq_zero_iff two_ne_zero).mp ((mul_eq_zero.mp z1).resolve_left (by positivity))
    have e2 : √(x ^ 2 + y ^ 2) = x :=
      sub_eq_zero.mp ((mul_eq_zero.mp z2).resolve_left hs.ne')
    have hsq : √(x ^ 2 + y ^ 2) ^ 2 = x ^ 2 + y ^ 2 := Real.sq_sqrt (by positivity)
    rw [e2] at hsq
    exact ⟨by linarith, (pow_eq_zero_iff two_ne_zero).mp (by linarith : y ^ 2 = 0)⟩
  · rintro ⟨hx0, hy0⟩
    have hr : √(x ^ 2 + y ^ 2) = (V + s) / k := by
      rw [hx0, hy0, show ((V + s) / k) ^ 2 + (0 : ℝ) ^ 2 = ((V + s) / k) ^ 2 by ring]
      exact Real.sqrt_sq (by positivity)
    have hrx : √(x ^ 2 + y ^ 2) - x = 0 := by rw [hr, hx0, sub_self]
    rw [hrx, hr, sub_self] at g
    linarith
```

The proof follows the derivation. `hx` is $x\le\rho$; `h1` and `h2` are the two nonnegative costs. If the energy equals the bound, their sum is zero, so `z1` and `z2` set each to zero. `e1` and `e2` then extract the amplitude and the direction, and squaring $\rho=x$ leaves $y^2=0$. The other direction substitutes the claimed point into the identity.

Q: The hypotheses allow $V=0$. Is there any Jahn–Teller physics left?

A: None, and the formula behaves as it should: the surface becomes a displaced harmonic oscillator with minimum $-s^2/(2k)$ at $(s/k,0)$. The other limit is more telling. As $s\to0$ with $V>0$, the minimum approaches $(V/k,0)$, but at $s=0$ the directional cost vanishes identically and every point of the circle $\rho=V/k$ has the same energy. That is why the theorem requires $s>0$: any positive strain, however weak, makes the minimum unique.

The other conditions have equally direct meanings. A positive $k$ is a lattice that resists distortion. A nonnegative $V$ keeps us on the lower sheet, since a negative value in the same formula would give the upper one.

Q: A unique minimum tells me where the ion sits, not how firmly it is held there. How much energy does it take to turn the distortion around the ring?

A: Fix the angle and look along the ray. The energy is

$$\frac{k\rho^2}{2}-(V+s\cos\theta)\rho=\frac{k}{2}\left(\rho-\frac{V+s\cos\theta}{k}\right)^2-\frac{(V+s\cos\theta)^2}{2k},$$

a parabola in the amplitude. In Lean the assumption $\rho\ge0$ allows $\sqrt{\rho^2}$ to be replaced by $\rho$, after $\sin^2\theta+\cos^2\theta=1$ has been used.

```lean
/-- Along a ray at angle `θ` the strained sheet is a parabola in the distortion amplitude,
with vertex energy `troughEnergy k V s θ`. -/
theorem lowerSheet_polar {k ρ : ℝ} (hk : k ≠ 0) (hρ : 0 ≤ ρ) (V s θ : ℝ) :
    lowerSheet k V s (ρ * cos θ) (ρ * sin θ) =
      troughEnergy k V s θ + k / 2 * (ρ - (V + s * cos θ) / k) ^ 2 := by
  have h : (ρ * cos θ) ^ 2 + (ρ * sin θ) ^ 2 = ρ ^ 2 := by
    linear_combination ρ ^ 2 * Real.sin_sq_add_cos_sq θ
  unfold lowerSheet troughEnergy
  rw [h, Real.sqrt_sq hρ]
  field_simp
  ring
```

Q: The vertex of a parabola may lie at negative $\rho$, which is not an amplitude.

A: That is the reason for the condition $0\le s\le V$ in the next theorem. It gives $V+s\cos\theta\ge V-s\ge0$, so the vertex is at an allowed amplitude. If $s>V$, then near $\theta=\pi$ the vertex is at negative $\rho$, the lowest energy on the ray is $0$ at the origin, and `troughEnergy` is too low there. Both $V$ and $s$ are forces, so comparing them makes sense.

```lean
/-- For strain no stronger than the vibronic coupling, `troughEnergy` is the lowest energy
on the ray at angle `θ`. -/
theorem troughEnergy_isLeast {k V s : ℝ} (hk : 0 < k) (hs : 0 ≤ s) (hsV : s ≤ V) (θ : ℝ) :
    IsLeast ((fun ρ => lowerSheet k V s (ρ * cos θ) (ρ * sin θ)) '' Set.Ici 0)
      (troughEnergy k V s θ) := by
  have hc : 0 ≤ V + s * cos θ := by
    nlinarith [mul_nonneg hs (by linarith [Real.neg_one_le_cos θ] : 0 ≤ cos θ + 1)]
  constructor
  · have hρ : 0 ≤ (V + s * cos θ) / k := div_nonneg hc hk.le
    refine ⟨(V + s * cos θ) / k, hρ, ?_⟩
    show lowerSheet k V s _ _ = _
    rw [lowerSheet_polar hk.ne' hρ, sub_self]
    ring
  · rintro _ ⟨ρ, hρ, rfl⟩
    show _ ≤ lowerSheet k V s _ _
    rw [lowerSheet_polar hk.ne' hρ]
    have : 0 ≤ k / 2 * (ρ - (V + s * cos θ) / k) ^ 2 := by positivity
    linarith
```

`IsLeast` says that the value belongs to the set of energies on the ray with $\rho\ge0$ and is a lower bound for that set. The first half of the proof supplies the vertex amplitude; the second discards a nonnegative square.

Q: Then the top of the trough should be opposite the strain.

A: Yes, for $0<s<V$. Subtracting the trough energies gives a difference of squares:

$$-\frac{(V-s)^2}{2k}+\frac{(V+s\cos\theta)^2}{2k}=(1+\cos\theta)\,\frac{s\,(2V-s+s\cos\theta)}{2k}.$$

The last bracket is at least $2V-2s>0$. The difference is therefore nonnegative, and zero exactly when $\cos\theta=-1$. Between $\theta=\pi$ and $\theta=0$ it is

$$\frac{(V+s)^2-(V-s)^2}{2k}=\frac{2Vs}{k}.$$

```lean
/-- For strain weaker than the coupling, the trough energy is highest exactly opposite to the
strain direction, and it lies there `2 V s / k` above its value along the strain. -/
theorem pseudorotation_barrier {k V s : ℝ} (hk : 0 < k) (hs : 0 < s) (hsV : s < V) :
    (∀ θ, troughEnergy k V s θ ≤ troughEnergy k V s π ∧
      (troughEnergy k V s θ = troughEnergy k V s π ↔ cos θ = -1)) ∧
    troughEnergy k V s π - troughEnergy k V s 0 = 2 * V * s / k := by
  constructor
  · intro θ
    -- the energy difference factorises
    have d : troughEnergy k V s π - troughEnergy k V s θ =
        (cos θ + 1) * (s * (2 * V - s + s * cos θ) / (2 * k)) := by
      unfold troughEnergy
      rw [Real.cos_pi]
      field_simp
      ring
    have hc : 0 ≤ cos θ + 1 := by linarith [Real.neg_one_le_cos θ]
    have hp : 0 < 2 * V - s + s * cos θ := by nlinarith [mul_nonneg hs.le hc]
    have hq : 0 < s * (2 * V - s + s * cos θ) / (2 * k) := by positivity
    refine ⟨by linarith [mul_nonneg hc hq.le], ?_, ?_⟩
    · intro h
      rw [h, sub_self] at d
      linarith [(mul_eq_zero.mp d.symm).resolve_right hq.ne']
    · intro h
      unfold troughEnergy
      rw [h, Real.cos_pi]
  · unfold troughEnergy
    rw [Real.cos_pi, Real.cos_zero]
    field_simp
    ring
```

In the proof, `d` is the factorised difference and `hq` the positivity of its second factor. The condition $\cos\theta=-1$, rather than $\theta=\pi$, takes care of angles that differ by full turns. The theorem compares energies along the relaxed trough; it gives no rate of reorientation.

Q: Where would I meet this in an actual calculation?

A: In a geometry optimisation. Suppose you minimise this model surface by gradient descent with small steps, for $0<s<V$, starting on the negative $x$ axis. The $y$ component of the gradient is $ky-Vy/\rho$, which vanishes on that axis, so the search never leaves it. It converges to $x=-(V-s)/k$, where the gradient is zero and the energy is $2Vs/k$ above the global minimum. A small initial displacement in $y$ lets the search escape. An electronic structure calculation on a strained Jahn–Teller centre can stall in the same way when symmetry is imposed, though the simple energy difference belongs to this two-mode, linearly coupled model.

Q: You aligned the strain with $x$. Is that a real restriction?

A: Not for this surface, since its unstrained part depends only on the length of the distortion. The last theorem takes any nonzero force $f$, in a real inner product space of any dimension. The same rearrangement gives

$$E(q)+\frac{(V+\|f\|)^2}{2k}=\frac{k}{2}\left(\|q\|-\frac{V+\|f\|}{k}\right)^2+\bigl(\|f\|\,\|q\|-\langle f,q\rangle\bigr).$$

The last bracket is nonnegative by the Cauchy–Schwarz inequality, which takes the place of $x\le\rho$. Equality there means $\|q\|f=\|f\|q$, so $q$ is a nonnegative multiple of $f$. Together with the amplitude $\|q\|=(V+\|f\|)/k$, this gives

$$q=\frac{V+\|f\|}{k\,\|f\|}\,f .$$

```lean
/-- For `k > 0`, `V ≥ 0` and any nonzero `f` in a real inner product space, `forcedSheet k V f` has
global minimum `-(V + ‖f‖)² / (2k)`, attained only at one vector, a positive multiple of `f`. -/
theorem strain_selects_well_general {E : Type*} [NormedAddCommGroup E]
    [InnerProductSpace ℝ E] {k V : ℝ} (hk : 0 < k) (hV : 0 ≤ V) {f : E} (hf : f ≠ 0) (q : E) :
    -((V + ‖f‖) ^ 2 / (2 * k)) ≤ forcedSheet k V f q ∧
      (forcedSheet k V f q = -((V + ‖f‖) ^ 2 / (2 * k)) ↔
        q = ((V + ‖f‖) / (k * ‖f‖)) • f) := by
  have hn : 0 < ‖f‖ := norm_pos_iff.mpr hf
  have g : forcedSheet k V f q + (V + ‖f‖) ^ 2 / (2 * k) =
      k / 2 * (‖q‖ - (V + ‖f‖) / k) ^ 2 + (‖f‖ * ‖q‖ - inner ℝ f q) := by
    unfold forcedSheet
    field_simp
    ring
  have h1 : 0 ≤ k / 2 * (‖q‖ - (V + ‖f‖) / k) ^ 2 := by positivity
  have h2 : inner ℝ f q ≤ ‖f‖ * ‖q‖ := real_inner_le_norm f q
  refine ⟨by linarith, ?_, ?_⟩
  · intro h
    have z1 : k / 2 * (‖q‖ - (V + ‖f‖) / k) ^ 2 = 0 := by linarith
    have e1 : ‖q‖ = (V + ‖f‖) / k := sub_eq_zero.mp
      ((pow_eq_zero_iff two_ne_zero).mp ((mul_eq_zero.mp z1).resolve_left (by positivity)))
    -- equality in Cauchy-Schwarz aligns the distortion with the force
    have e2 : ‖q‖ • f = ‖f‖ • q := inner_eq_norm_mul_iff_real.mp (by linarith)
    calc q = ‖f‖⁻¹ • (‖f‖ • q) := by rw [smul_smul, inv_mul_cancel₀ hn.ne', one_smul]
      _ = ‖f‖⁻¹ • (‖q‖ • f) := by rw [e2]
      _ = ((V + ‖f‖) / (k * ‖f‖)) • f := by
        rw [e1, smul_smul]
        congr 1
        field_simp
  · intro h
    have e1 : ‖q‖ = (V + ‖f‖) / k := by
      rw [h, norm_smul, Real.norm_of_nonneg (by positivity)]
      field_simp
    have e2 : inner ℝ f q = ‖f‖ * ((V + ‖f‖) / k) := by
      rw [h, real_inner_smul_right, real_inner_self_eq_norm_sq]
      field_simp
    rw [e1, e2, sub_self, sub_self] at g
    linarith

end

end StrainedJahnTeller
```

Here `g` is the displayed identity and `h2` is Cauchy–Schwarz. The `calc` block solves the alignment condition `e2` for `q`. The converse computes the norm and the inner product at the stated distortion and puts them into `g`.

Q: "Any dimension" sounds like every Jahn–Teller problem at once.

A: It is narrower than that. The electronic energy must be $-V\|q\|$, the same in every direction, and all modes must share one stiffness. Many problems with more modes have a lowest sheet that depends on direction, and the theorem does not describe those. For the copper ion in the linear model, the distortion space is the ordinary Euclidean plane, and the theorem gives the minimum for a strain force in any direction in that plane.

```lean
#print axioms StrainedJahnTeller.strain_selects_well
#print axioms StrainedJahnTeller.lowerSheet_polar
#print axioms StrainedJahnTeller.pseudorotation_barrier
#print axioms StrainedJahnTeller.strain_selects_well_general
```

```
'StrainedJahnTeller.strain_selects_well' depends on axioms: [propext, Classical.choice, Quot.sound]
'StrainedJahnTeller.lowerSheet_polar' depends on axioms: [propext, Classical.choice, Quot.sound]
'StrainedJahnTeller.pseudorotation_barrier' depends on axioms: [propext, Classical.choice, Quot.sound]
'StrainedJahnTeller.strain_selects_well_general' depends on axioms: [propext, Classical.choice, Quot.sound]
```
